# The product of two Hermite polynomials as a finite sum of Hermite polynomials

The physicists' Hermite polynomials H_n are the polynomial factors in the energy eigenfunctions of the one-dimensional harmonic oscillator. The declaration `linearisation_range` states that, for all natural numbers m and n, H_m H_n is the sum over k from 0 to m of 2^k k! C(m,k) C(n,k) H_{m+n−2k}, where terms with k > n vanish. This is an identity between real polynomials, without the Gaussian factor or normalisation; with weight e^{−x²}, the squared norm of H_n is √π 2^n n!. The proof is by induction on m for all n: it applies the raising operator 2X − d/dX to the expansion of H_m H_{n+1}, adds the product-rule term 2(n+1) H_m H_n, and compares coefficients.

Lean 4 with Mathlib refuses this proof:

```lean
import Mathlib

open Polynomial

namespace LinearisationRange

noncomputable section

/-- The physicists' Hermite polynomials, generated from `H_0 = 1` by the raising
operator `2X - d/dX`. -/
def hermiteH : ℕ → ℝ[X]
  | 0 => 1
  | n + 1 => 2 * X * hermiteH n - derivative (hermiteH n)

/-- The linearisation coefficient `2^k k! C(m,k) C(n,k)`. -/
def linCoeff (m n k : ℕ) : ℕ :=
  2 ^ k * k.factorial * m.choose k * n.choose k

/-- The raising rule `H_{n+1} = 2X H_n - H_n'`. -/
theorem hermiteH_succ (n : ℕ) :
    hermiteH (n + 1) = 2 * X * hermiteH n - derivative (hermiteH n) := rfl

/-- The lowering rule: `H_{n+1}' = 2(n+1) H_n`. -/
theorem derivative_hermiteH_succ (n : ℕ) :
    derivative (hermiteH (n + 1)) = 2 * ((n : ℝ[X]) + 1) * hermiteH n := by
  induction n with
  | zero => simp [hermiteH]
  | succ n ih =>
    have h2 : derivative (2 * X : ℝ[X]) = 2 := by simp
    have hD : derivative (2 * ((n : ℝ[X]) + 1) * hermiteH n)
        = 2 * ((n : ℝ[X]) + 1) * derivative (hermiteH n) := by
      simp [derivative_mul]
    rw [hermiteH_succ (n + 1), derivative_sub, derivative_mul, h2, ih, hD, hermiteH_succ n]
    push_cast
    ring

/-- Recurrence of the linearisation coefficients when both orders are raised by one. -/
theorem linCoeff_succ (m n k : ℕ) :
    linCoeff (m + 1) (n + 1) (k + 1)
      = linCoeff m (n + 1) (k + 1) + 2 * (n + 1) * linCoeff m n k := by
  have h := Nat.add_one_mul_choose_eq n k
  have h' : 2 * (n + 1) * linCoeff m n k
      = 2 * 2 ^ k * k.factorial * m.choose k * ((n + 1) * n.choose k) := by
    unfold linCoeff
    ring
  rw [h', h]
  unfold linCoeff
  rw [Nat.choose_succ_succ' m k, Nat.factorial_succ]
  ring

/-- Product rule for the raising operator: `H_{m+1} H_{n+1}` is `2X - d/dX` applied to
`H_m H_{n+1}`, plus `2(n+1) H_m H_n`. -/
theorem hermiteH_mul_succ (m n : ℕ) :
    hermiteH (m + 1) * hermiteH (n + 1)
      = (2 * X * (hermiteH m * hermiteH (n + 1)) - derivative (hermiteH m * hermiteH (n + 1)))
        + 2 * ((n : ℝ[X]) + 1) * (hermiteH m * hermiteH n) := by
  rw [hermiteH_succ m, derivative_mul, derivative_hermiteH_succ n]
  ring

/-- The product `H_m H_n` expanded in single Hermite polynomials, with the sum
running over all `k ≤ m`. -/
theorem linearisation_range (m n : ℕ) :
    hermiteH m * hermiteH n
      = ∑ k ∈ Finset.range (m + 1), (linCoeff m n k : ℝ[X]) * hermiteH (m + n - 2 * k) := by
  have h0 : hermiteH 0 = 1 := rfl
  induction m generalizing n with
  | zero => simp [linCoeff, h0]
  | succ m ih =>
    cases n with
    | zero =>
      rw [Finset.sum_range_succ']
      simp [linCoeff, h0]
    | succ n =>
      -- the raising operator acts on each term of the expansion of `H_m H_{n+1}`
      have hA : 2 * X * (∑ k ∈ Finset.range (m + 1),
            (linCoeff m (n + 1) k : ℝ[X]) * hermiteH (m + (n + 1) - 2 * k))
          - derivative (∑ k ∈ Finset.range (m + 1),
            (linCoeff m (n + 1) k : ℝ[X]) * hermiteH (m + (n + 1) - 2 * k))
          = ∑ k ∈ Finset.range (m + 1),
            (linCoeff m (n + 1) k : ℝ[X]) * hermiteH (m + (n + 1) - 2 * k + 1) := by
        rw [Finset.mul_sum, derivative_sum, ← Finset.sum_sub_distrib]
        refine Finset.sum_congr rfl fun k _ => ?_
        rw [derivative_mul, derivative_natCast, hermiteH_succ (m + (n + 1) - 2 * k)]
        ring
      -- split off the leading term and shift the summation index
      have hB : ∑ k ∈ Finset.range (m + 1),
            (linCoeff m (n + 1) k : ℝ[X]) * hermiteH (m + (n + 1) - 2 * k + 1)
          = ∑ k ∈ Finset.range (m + 1),
            (linCoeff m (n + 1) (k + 1) : ℝ[X]) * hermiteH (m + n - 2 * k)
            + hermiteH (m + n + 2) := by
        have hz : linCoeff m (n + 1) (m + 1) = 0 := by simp [linCoeff]
        have hext : ∑ k ∈ Finset.range (m + 1),
              (linCoeff m (n + 1) k : ℝ[X]) * hermiteH (m + (n + 1) - 2 * k + 1)
            = ∑ k ∈ Finset.range (m + 1 + 1),
              (linCoeff m (n + 1) k : ℝ[X]) * hermiteH (m + (n + 1) - 2 * k + 1) := by
          rw [Finset.sum_range_succ _ (m + 1), hz, Nat.cast_zero, zero_mul, add_zero]
        rw [hext, Finset.sum_range_succ']
        congr 1
        · refine Finset.sum_congr rfl fun k _ => ?_
          by_cases h : k + 1 ≤ m ∧ k ≤ n
          · rw [show m + (n + 1) - 2 * (k + 1) + 1 = m + n - 2 * k by omega]
          · have hc : linCoeff m (n + 1) (k + 1) = 0 := by
              unfold linCoeff
              rcases lt_or_ge m (k + 1) with h1 | h1
              · rw [Nat.choose_eq_zero_of_lt h1, mul_zero, zero_mul]
              · rw [Nat.choose_eq_zero_of_lt (show n + 1 < k + 1 by omega), mul_zero]
            rw [hc, Nat.cast_zero, zero_mul, zero_mul]
        · rw [show m + (n + 1) - 2 * 0 + 1 = m + n + 2 by omega]
          simp [linCoeff]
      rw [hermiteH_mul_succ, ih (n + 1), ih n, hA, hB, Finset.sum_range_succ' _ (m + 1),
        add_right_comm, Finset.mul_sum, ← Finset.sum_add_distrib]
      -- compare coefficients
      congr 1
      · refine Finset.sum_congr rfl fun k _ => ?_
        rw [linCoeff_succ, show m + 1 + (n + 1) - 2 * (k + 1) = m + n - 2 * k by omega]
        push_cast
        ring
      · rw [show m + 1 + (n + 1) - 2 * 0 = m + n + 2 by omega]
        simp [linCoeff]

end

end LinearisationRange
```

Messages:

```
Main.lean:98:8: error: (deterministic) timeout at `whnf`, maximum number of heartbeats (200000) has been reached

Note: Use `set_option maxHeartbeats <num>` to set the limit.

Hint: Additional diagnostic information may be available using the `set_option diagnostics true` command.
Main.lean:113:6: error: (deterministic) timeout at `«tactic execution»`, maximum number of heartbeats (200000) has been reached

Note: Use `set_option maxHeartbeats <num>` to set the limit.

Hint: Additional diagnostic information may be available using the `set_option diagnostics true` command.
```

What went wrong. Both messages say that Lean reached its limit of 200000 heartbeats, and both point to a `congr 1`. At each place the goal equates two sums of the form a + b, and the proof only needs to match first summand with first and second with second.

`congr 1` does more than split the goal: it also tries to close goals by reflexivity, which can make Lean unfold definitions such as `hermiteH` and the polynomial arithmetic. The first timeout, in `whnf`, occurred during such evaluation, though the message does not name the term. The second says only that the limit was reached during tactic execution, not which work used it up.

The repair replaces both calls with `refine congrArg₂ (· + ·) ?_ ?_`. This names addition as the function to split and leaves the two equalities as goals, without first trying to prove them by reflexivity. The existing bullets then prove them by rewriting the indices and coefficients.

After these edits no error is left:

```diff
@@ -96,5 +96,5 @@
           rw [Finset.sum_range_succ _ (m + 1), hz, Nat.cast_zero, zero_mul, add_zero]
         rw [hext, Finset.sum_range_succ']
-        congr 1
+        refine congrArg₂ (· + ·) ?_ ?_
         · refine Finset.sum_congr rfl fun k _ => ?_
           by_cases h : k + 1 ≤ m ∧ k ≤ n
@@ -111,5 +111,5 @@
         add_right_comm, Finset.mul_sum, ← Finset.sum_add_distrib]
       -- compare coefficients
-      congr 1
+      refine congrArg₂ (· + ·) ?_ ?_
       · refine Finset.sum_congr rfl fun k _ => ?_
         rw [linCoeff_succ, show m + 1 + (n + 1) - 2 * (k + 1) = m + n - 2 * k by omega]
```
